# For natural m, the planar polynomials that gain exp(i m t) under rotation are exactly (x + i y)^m q(x² + y²)

A planar filter assigns a complex number p(x, y) to the displacement (x, y) from a central atom to a neighbour. Rotating the displacement counterclockwise by an angle t gives

x' = x cos t − y sin t,  y' = x sin t + y cos t.

The filter is steerable with angular frequency m when, for all real t, x and y,

p(x', y') = exp(i m t) p(x, y).

Here "angular frequency" has nothing to do with time: m counts the turns of the phase per turn of the displacement. The question is which polynomials p obey this law.

```lean
import Mathlib

open MvPolynomial
open Complex (I)

namespace SteerableFilter
```

In Lean, p has type `MvPolynomial (Fin 2) ℂ`, a polynomial in two variables with complex coefficients. The variables `X 0` and `X 1` are x and y, and `eval ![x, y] p` is the value p(x, y). The definition `IsSteerable m p` is the law above, with m a natural number.

```lean
/-- A polynomial filter on the plane is steerable with angular frequency `m` if rotating its
argument by any angle `t` multiplies its value by `exp (i m t)`. -/
def IsSteerable (m : ℕ) (p : MvPolynomial (Fin 2) ℂ) : Prop :=
  ∀ t x y : ℝ,
    eval ![((x * Real.cos t - y * Real.sin t : ℝ) : ℂ),
      ((x * Real.sin t + y * Real.cos t : ℝ) : ℂ)] p
      = Complex.exp (I * m * t) * eval ![(x : ℂ), (y : ℂ)] p
```

The sign of the phase depends on what is rotated. Here it is the argument. If the pattern itself is turned counterclockwise by t, its new value at (x, y) is the old value at the point rotated by −t, and the factor becomes exp(−i m t). Mixing the two conventions replaces x + i y by x − i y in the answer.

The candidate solutions are built from a one-variable complex polynomial q, into which `Polynomial.aeval` substitutes x² + y².

```lean
/-- The circular filter `(x + i y)^m q(x² + y²)` with radial polynomial `q`. -/
noncomputable def circularFilter (m : ℕ) (q : Polynomial ℂ) : MvPolynomial (Fin 2) ℂ :=
  (X 0 + C I * X 1) ^ m * Polynomial.aeval (X 0 ^ 2 + X 1 ^ 2 : MvPolynomial (Fin 2) ℂ) q
```

The main theorem, `isSteerable_iff`, says that p is steerable with angular frequency m if and only if p equals `circularFilter m q` for some q. For m = 0 these are the rotation-invariant polynomials. The zero polynomial is steerable for every m, with q = 0.

In quantum mechanics a nonzero wavefunction that obeys the law is an eigenfunction of L_z with eigenvalue mħ. The energy eigenfunctions of the two-dimensional isotropic oscillator are polynomials times a rotation-invariant Gaussian, so for m ≥ 0 the theorem gives the form of the polynomial in those that are also eigenfunctions of L_z with eigenvalue mħ. For machine-learned potentials it describes polynomial filters in a planar model only. Working potentials are generally three-dimensional, and those that use steerable filters usually take spherical harmonics as the angular part. The radial part usually contains a smooth cutoff and is then not a polynomial.

The counter-examples below are ordinary arguments with no Lean proof behind them.

## A polynomial law at every real displacement

Physically, the filter is a finite sum of terms, each a complex constant times natural-number powers of the displacement components, and the law is required at every distance and in every direction.

By hand, this allows x and y to become complex. For fixed t, let D(x, y) be the difference of the two sides of the law. It is a polynomial that vanishes at all real points. Fix a real x: D is then a one-variable polynomial in y with infinitely many roots, so it vanishes for every complex y. Now fix a complex y: D vanishes for every real x, hence for every complex x.

In Lean, `hom_subst` and `eval_subst` say that substituting polynomials for the coordinates and then evaluating is the same as evaluating at the substituted point.

```lean
/-- Substituting `a` and `b` for the coordinates of a filter and then applying an evaluation `φ`
that fixes the constants gives the value of the filter at `(φ a, φ b)`. -/
theorem hom_subst {A : Type*} [CommRing A] [Algebra ℂ A] (φ : A →+* ℂ)
    (hφ : ∀ c : ℂ, φ (algebraMap ℂ A c) = c) (a b : A) (p : MvPolynomial (Fin 2) ℂ) :
    φ (aeval ![a, b] p) = eval ![φ a, φ b] p := by
  induction p using MvPolynomial.induction_on with
  | C c => rw [aeval_C, hφ, eval_C]
  | add p q hp hq => simp only [map_add, hp, hq]
  | mul_X p i hp =>
    simp only [map_mul, hp, aeval_X, eval_X]
    fin_cases i <;> rfl

/-- A polynomial change of coordinates in a filter acts on its values by changing the point
of evaluation. -/
theorem eval_subst (a b p : MvPolynomial (Fin 2) ℂ) (x y : ℂ) :
    eval ![x, y] (aeval ![a, b] p) = eval ![eval ![x, y] a, eval ![x, y] b] p :=
  hom_subst (eval ![x, y]) (fun c => by simp [algebraMap_eq]) a b p
```

The two-stage argument is `ext_real`, with `hy` freeing the second coordinate and `hxy` the first. `steer_complex` applies it to the two sides of the law, written as polynomials.

```lean
/-- Two polynomial filters with the same values at all points of the real plane are equal. -/
theorem ext_real (p q : MvPolynomial (Fin 2) ℂ)
    (h : ∀ x y : ℝ, eval ![(x : ℂ), (y : ℂ)] p = eval ![(x : ℂ), (y : ℂ)] q) : p = q := by
  -- a one-variable polynomial that vanishes on the real line is zero
  have one : ∀ f : Polynomial ℂ, (∀ r : ℝ, f.eval (r : ℂ) = 0) → f = 0 := fun f hf =>
    Polynomial.eq_zero_of_infinite_isRoot f
      ((Set.infinite_range_of_injective Complex.ofReal_injective).mono
        (by rintro _ ⟨r, rfl⟩; exact hf r))
  have line : ∀ (a b : Polynomial ℂ) (s : ℂ),
      (aeval ![a, b] (p - q)).eval s = eval ![a.eval s, b.eval s] (p - q) := fun a b s =>
    hom_subst (Polynomial.evalRingHom s) (fun c => by simp [Polynomial.algebraMap_eq]) a b (p - q)
  -- free the second coordinate, then the first
  have hy : ∀ (x : ℝ) (y : ℂ), eval ![(x : ℂ), y] (p - q) = 0 := by
    intro x y
    have z := one (aeval ![Polynomial.C (x : ℂ), Polynomial.X] (p - q)) (fun r => by
      rw [line, Polynomial.eval_C, Polynomial.eval_X, map_sub, h, sub_self])
    have e := line (Polynomial.C (x : ℂ)) Polynomial.X y
    rw [z, Polynomial.eval_C, Polynomial.eval_X, Polynomial.eval_zero] at e
    exact e.symm
  have hxy : ∀ x y : ℂ, eval ![x, y] (p - q) = 0 := by
    intro x y
    have z := one (aeval ![Polynomial.X, Polynomial.C y] (p - q)) (fun r => by
      rw [line, Polynomial.eval_C, Polynomial.eval_X, hy])
    have e := line Polynomial.X (Polynomial.C y) x
    rw [z, Polynomial.eval_C, Polynomial.eval_X, Polynomial.eval_zero] at e
    exact e.symm
  apply sub_eq_zero.mp
  apply MvPolynomial.funext
  intro v
  have hv : v = ![v 0, v 1] := by
    ext i
    fin_cases i <;> rfl
  rw [hv, hxy, map_zero]

/-- The steering law of a steerable filter continues to complex values of the coordinates. -/
theorem steer_complex {m : ℕ} {p : MvPolynomial (Fin 2) ℂ} (h : IsSteerable m p)
    (t : ℝ) (x y : ℂ) :
    eval ![x * Complex.cos t - y * Complex.sin t, x * Complex.sin t + y * Complex.cos t] p
      = Complex.exp (I * m * t) * eval ![x, y] p := by
  have key : aeval ![X 0 * C (Complex.cos t) - X 1 * C (Complex.sin t),
      X 0 * C (Complex.sin t) + X 1 * C (Complex.cos t)] p
      = C (Complex.exp (I * m * t)) * p := by
    apply ext_real
    intro a b
    have e := h t a b
    push_cast at e
    rw [eval_subst]
    simpa using e
  have e := congrArg (eval ![x, y]) key
  rw [eval_subst] at e
  simpa using e
```

Without polynomiality the conclusion fails: (x + i y)^m exp(−x² − y²) obeys the law and is not a polynomial. The law on a single circle is not enough either. The polynomial

(x + i y)^m + (x² + y² − 1)(x + i y)^(m+1)

obeys it on the unit circle but not on the whole plane.

## The same law at every angle

Physically, the law singles out no direction: it is required for every rotation of the plane, not only for those that map some lattice to itself.

By hand, introduce z = x + i y and w = x − i y, now independent complex variables, so that

x = (z + w)/2,  y = −i(z − w)/2.

Under rotation,

x' + i y' = x(cos t + i sin t) + y(−sin t + i cos t) = exp(i t) z,

and in the same way x' − i y' = exp(−i t) w. Write p in these variables as P(z, w) = Σ c_ab z^a w^b. The law becomes

P(exp(i t) z, exp(−i t) w) = exp(i m t) P(z, w),

and comparing coefficients gives

exp(i(a − b)t) c_ab = exp(i m t) c_ab.

If c_ab ≠ 0, then exp(i(a − b − m)t) = 1 for every t. Were a − b − m nonzero, the angle t = π/(a − b − m) would give −1 = 1. Hence a = b + m.

`coeff_of_scaling` is the comparison of coefficients. An exponent pair is a function `s`, with `s 0` = a and `s 1` = b. The proof builds the polynomial with rescaled coefficients, identifies it with `C c * P` through `ext_real`, and reads off one coefficient.

```lean
/-- If scaling the two coordinates by `u` and `v` multiplies a polynomial by `c`, then it
multiplies each of its monomial terms by `c`. -/
theorem coeff_of_scaling (P : MvPolynomial (Fin 2) ℂ) (u v c : ℂ)
    (h : ∀ z w : ℂ, eval ![u * z, v * w] P = c * eval ![z, w] P) (s : Fin 2 →₀ ℕ) :
    u ^ s 0 * v ^ s 1 * coeff s P = c * coeff s P := by
  have key : ∑ s ∈ P.support, monomial s (u ^ s 0 * v ^ s 1 * coeff s P) = C c * P := by
    apply ext_real
    intro x y
    rw [map_mul, eval_C, ← h, eval_eq' _ P, map_sum]
    refine Finset.sum_congr rfl fun s _ => ?_
    rw [eval_monomial, Finsupp.prod_fintype _ _ (fun i => pow_zero _)]
    simp only [Fin.prod_univ_two, Matrix.cons_val_zero, Matrix.cons_val_one, mul_pow]
    ring
  have e := congrArg (coeff s) key
  rw [coeff_C_mul, coeff_sum] at e
  simp only [coeff_monomial] at e
  rw [Finset.sum_ite_eq'] at e
  by_cases hs : s ∈ P.support
  · rwa [if_pos hs] at e
  · have h0 : coeff s P = 0 := by
      by_contra hne
      exact hs (mem_support_iff.mpr hne)
    rw [h0, mul_zero, mul_zero]
```

`frequency_match` chooses the same angle π/(a − b − m). The hypothesis then says that a nonzero exponential equals its own negative.

```lean
/-- If the phases of `a` forward and `b` backward rotations combine to `exp (i m t)` at every
angle `t`, then `a = b + m`. -/
theorem frequency_match (a b m : ℕ)
    (h : ∀ t : ℝ, Complex.exp (t * I) ^ a * Complex.exp (-(t * I)) ^ b
      = Complex.exp (I * m * t)) : a = b + m := by
  by_contra hne
  have hd : (a : ℝ) - b - m ≠ 0 := by
    intro h0
    apply hne
    have h1 : (a : ℝ) = b + m := by linarith
    exact_mod_cast h1
  -- at this angle the two phases differ by a sign
  obtain ⟨t, ht⟩ : ∃ t : ℝ, ((a : ℝ) - b - m) * t = Real.pi :=
    ⟨Real.pi / ((a : ℝ) - b - m), by field_simp⟩
  have htC : ((a : ℂ) - b - m) * t = Real.pi := by exact_mod_cast ht
  have e := h t
  rw [← Complex.exp_nat_mul, ← Complex.exp_nat_mul, ← Complex.exp_add,
    show (a : ℂ) * (t * I) + b * (-(t * I)) = Real.pi * I + I * m * t by
      linear_combination I * htC,
    Complex.exp_add, Complex.exp_pi_mul_I] at e
  exact Complex.exp_ne_zero (I * m * t) (by linear_combination (-1 / 2) * e)
```

The law at the multiples of 2π/n alone, for one fixed n ≥ 1, is not enough: (x + i y)^(m+n) satisfies it at those angles, since its extra phase exp(i n t) is 1 there, yet it does not have the required form.

## A natural number m

Physically, the phase turns in the same sense as the displacement, or not at all.

By hand, a = b + m leaves only the terms

c_ab z^(b+m) w^b = c_ab z^m (z w)^b,  with z w = x² + y².

Let q be the one-variable polynomial in which the b-th power has the coefficient c_(b+m),b. Then p = (x + i y)^m q(x² + y²). Conversely, rotation multiplies z by exp(i t) and preserves z w, so z^m q(z w) gains exactly exp(i m t).

`eval_circularFilter` computes the values of the candidate. In `isSteerable_iff`, the forward direction obtains `P` from the change of coordinates, and `hs` combines the steering law with the two lemmas above to give `s 0 = s 1 + m` for each nonzero coefficient. The sum over `P.support` is q, and `ext_real` reduces the final equality to real points. In the converse, `h1` is the phase of x + i y, `h2` the invariance of x² + y², and `h3` rewrites exp(i m t) as a power.

```lean
/-- The value of the circular filter at `(x, y)` is `(x + i y)^m q(x² + y²)`. -/
theorem eval_circularFilter (m : ℕ) (q : Polynomial ℂ) (x y : ℂ) :
    eval ![x, y] (circularFilter m q) = (x + I * y) ^ m * q.eval (x ^ 2 + y ^ 2) := by
  simp [circularFilter, Polynomial.aeval_eq_sum_range, Polynomial.eval_eq_sum_range, smul_eval]

/-- A polynomial filter is steerable with angular frequency `m` exactly when it is
`(x + i y)^m q(x² + y²)` for some one-variable complex polynomial `q`. -/
theorem isSteerable_iff (m : ℕ) (p : MvPolynomial (Fin 2) ℂ) :
    IsSteerable m p ↔ ∃ q : Polynomial ℂ, p = circularFilter m q := by
  constructor
  · intro h
    -- rewrite the filter in the circular coordinates z = x + i y, w = x - i y
    obtain ⟨P, hP⟩ : ∃ P : MvPolynomial (Fin 2) ℂ, ∀ z w : ℂ,
        eval ![z, w] P = eval ![(z + w) / 2, -I * (z - w) / 2] p := by
      refine ⟨aeval ![C (1 / 2) * (X 0 + X 1), C (-I / 2) * (X 0 - X 1)] p, fun z w => ?_⟩
      have e1 : eval ![z, w] (C (1 / 2) * (X 0 + X 1)) = (z + w) / 2 := by
        simp only [map_mul, map_add, eval_C, eval_X, Matrix.cons_val_zero, Matrix.cons_val_one]
        ring
      have e2 : eval ![z, w] (C (-I / 2) * (X 0 - X 1)) = -I * (z - w) / 2 := by
        simp only [map_mul, map_sub, eval_C, eval_X, Matrix.cons_val_zero, Matrix.cons_val_one]
        ring
      rw [eval_subst, e1, e2]
    -- only monomials with the right angular frequency survive
    have hs : ∀ s, coeff s P ≠ 0 → s 0 = s 1 + m := by
      intro s hc
      apply frequency_match
      intro t
      apply mul_right_cancel₀ hc
      apply coeff_of_scaling
      intro z w
      have hv : Complex.exp (-(t * I)) = Complex.cos t - Complex.sin t * I := by
        rw [← neg_mul, Complex.exp_mul_I, Complex.cos_neg, Complex.sin_neg]
        ring
      rw [hP, hP, ← steer_complex h t, Complex.exp_mul_I, hv]
      congr 2
      ext i
      fin_cases i
      · change ((Complex.cos t + Complex.sin t * I) * z
          + (Complex.cos t - Complex.sin t * I) * w) / 2
          = (z + w) / 2 * Complex.cos t - -I * (z - w) / 2 * Complex.sin t
        ring
      · change -I * ((Complex.cos t + Complex.sin t * I) * z
          - (Complex.cos t - Complex.sin t * I) * w) / 2
          = (z + w) / 2 * Complex.sin t + -I * (z - w) / 2 * Complex.cos t
        linear_combination (-(Complex.sin t * (z + w) / 2)) * Complex.I_sq
    -- the remaining coefficients form the radial polynomial
    refine ⟨∑ s ∈ P.support, Polynomial.C (coeff s P) * Polynomial.X ^ (s 1),
      ext_real _ _ fun x y => ?_⟩
    have e := hP (x + I * y) (x - I * y)
    rw [show ((x : ℂ) + I * y + (x - I * y)) / 2 = x by ring,
      show -I * ((x : ℂ) + I * y - (x - I * y)) / 2 = y by
        linear_combination (-(y : ℂ)) * Complex.I_sq, eval_eq' _ P] at e
    rw [eval_circularFilter, ← e, Polynomial.eval_finsetSum, Finset.mul_sum]
    refine Finset.sum_congr rfl fun s hmem => ?_
    simp only [Polynomial.eval_mul, Polynomial.eval_C, Polynomial.eval_pow, Polynomial.eval_X,
      Fin.prod_univ_two, Matrix.cons_val_zero, Matrix.cons_val_one]
    rw [hs s (mem_support_iff.mp hmem),
      show (x : ℂ) ^ 2 + (y : ℂ) ^ 2 = (x + I * y) * (x - I * y) by
        linear_combination (y : ℂ) ^ 2 * Complex.I_sq, mul_pow, pow_add]
    ring
  · rintro ⟨q, rfl⟩ t x y
    -- rotation multiplies x + i y by a phase and preserves x² + y²
    have h1 : ((x * Real.cos t - y * Real.sin t : ℝ) : ℂ)
        + I * ((x * Real.sin t + y * Real.cos t : ℝ) : ℂ)
        = Complex.exp (t * I) * (x + I * y) := by
      rw [Complex.exp_mul_I]
      push_cast
      linear_combination (-(y * Complex.sin t)) * Complex.I_sq
    have h2 : ((x * Real.cos t - y * Real.sin t : ℝ) : ℂ) ^ 2
        + ((x * Real.sin t + y * Real.cos t : ℝ) : ℂ) ^ 2 = (x : ℂ) ^ 2 + (y : ℂ) ^ 2 := by
      push_cast
      linear_combination ((x : ℂ) ^ 2 + (y : ℂ) ^ 2) * Complex.sin_sq_add_cos_sq (t : ℂ)
    have h3 : Complex.exp (I * m * t) = Complex.exp (t * I) ^ m := by
      rw [← Complex.exp_nat_mul]
      congr 1
      ring
    rw [eval_circularFilter, eval_circularFilter, h1, h2, h3, mul_pow, mul_assoc]
```

For m = −1 the formula would contain (x + i y)^(−1), and q = 1 would no longer give a polynomial. The steerable polynomials are then (x − i y) q(x² + y²).

For given m and p, the radial polynomial is unique. Choose z = 1 and w = s, that is, x = (1 + s)/2 and y = −i(1 − s)/2. The filter's value there is q(s), so equal filters have equal q at every complex s. `radial_unique` evaluates at this point.

```lean
/-- The radial polynomial of a circular filter of given angular frequency is unique. -/
theorem radial_unique (m : ℕ) (q₁ q₂ : Polynomial ℂ)
    (h : circularFilter m q₁ = circularFilter m q₂) : q₁ = q₂ := by
  apply Polynomial.funext
  intro s
  -- evaluate at the complex point with x + i y = 1 and x² + y² = s
  have e := congrArg (eval ![(1 + s) / 2, -I * (1 - s) / 2]) h
  rw [eval_circularFilter, eval_circularFilter,
    show (1 + s) / 2 + I * (-I * (1 - s) / 2) = 1 by
      linear_combination (-(1 - s) / 2) * Complex.I_sq,
    show ((1 + s) / 2) ^ 2 + (-I * (1 - s) / 2) ^ 2 = s by
      linear_combination ((1 - s) ^ 2 / 4) * Complex.I_sq,
    one_pow, one_mul, one_mul] at e
  exact e
```

## Nonzero m at the centre of rotation

The last theorem adds the hypothesis m ≠ 0: the phase really does change with direction. A displacement of zero length has no direction, and the filter must vanish there. By hand,

p(0, 0) = 0^m q(0) = 0.

The proof takes q from `isSteerable_iff` and uses `hm` in `zero_pow hm`. For m = 0 the constant filter p = 1 is steerable and does not vanish at the centre.

```lean
/-- A steerable polynomial filter of nonzero angular frequency vanishes at the centre of
rotation. -/
theorem vanishes_at_centre {m : ℕ} (hm : m ≠ 0) {p : MvPolynomial (Fin 2) ℂ}
    (h : IsSteerable m p) : eval ![0, 0] p = 0 := by
  obtain ⟨q, rfl⟩ := (isSteerable_iff m p).mp h
  rw [eval_circularFilter, mul_zero, add_zero, zero_pow hm, zero_mul]

end SteerableFilter
```

```lean
#print axioms SteerableFilter.radial_unique
#print axioms SteerableFilter.vanishes_at_centre
```

```
'SteerableFilter.radial_unique' depends on axioms: [propext, Classical.choice, Quot.sound]
'SteerableFilter.vanishes_at_centre' depends on axioms: [propext, Classical.choice, Quot.sound]
```
